# The two lowest orbitals of an oscillator of frequency w, carried rigidly by a nucleus, have derivative coupling ±√(w/2) in units with ħ = m = 1, and zero when d/dR becomes d/dR + d/dx

## Orbitals, a moving nucleus and two couplings

A nucleus sits at position \(R\) on a line, and one electron has coordinate \(x\) on the same line. Both are real numbers, and all wavefunctions are real, so no complex conjugation appears in the integrals.

```lean
import Mathlib

open MeasureTheory Real

namespace TranslationCoupling

noncomputable section
```

The parameter \(w\) fixes the width of the orbitals. In units with \(\hbar\) and the electron mass equal to one, it is the frequency of the oscillator that binds the electron. The lowest orbital is

\[
f_0(x)=\left(\frac{w}{\pi}\right)^{1/4}e^{-wx^2/2}.
\]

In Lean this is `ground w x`. The definition accepts any real \(w\); positivity enters as a hypothesis `0 < w` where it is needed.

```lean
/-- The Gaussian orbital `f0` of an oscillator with frequency `w > 0`. -/
def ground (w x : ℝ) : ℝ := (w / π) ^ (1 / 4 : ℝ) * Real.exp (-w * x ^ 2 / 2)
```

The first excited orbital is \(f_1(x)=\sqrt{2w}\,x\,f_0(x)\).

```lean
/-- The first excited orbital `f1 = √(2w) x f0` of the same oscillator. -/
def excited (w x : ℝ) : ℝ := √(2 * w) * x * ground w x
```

When the nucleus moves, a rigid orbital \(f\) moves with it and becomes the function \(f(x-R)\) of the two positions.

```lean
/-- An orbital `f` carried rigidly along by a nucleus at position `R`. -/
def carried (f : ℝ → ℝ) (R x : ℝ) : ℝ := f (x - R)
```

An electronic state is in general a function \(\Psi(R,x)\). The derivative coupling of \(\Phi\) and \(\Psi\) is

\[
d(R)=\int \Phi(R,x)\,\frac{\partial \Psi}{\partial R}(R,x)\,dx .
\]

The derivative acts on the second state and is taken at fixed \(x\), the electron's position in the laboratory. In the code, `S` is the nuclear position that is varied, and the derivative is evaluated at `S = R`.

```lean
/-- The derivative coupling of two electronic states that depend on the nuclear
position `R` and the electron coordinate `x`. -/
def nuclearCoupling (Φ Ψ : ℝ → ℝ → ℝ) (R : ℝ) : ℝ :=
  ∫ x, Φ R x * deriv (fun S => Ψ S x) R
```

The corrected coupling adds the electronic derivative:

\[
\tilde d(R)=\int \Phi(R,x)\left(\frac{\partial \Psi}{\partial R}+\frac{\partial \Psi}{\partial x}\right)(R,x)\,dx .
\]

The combined operator generates a joint displacement of nucleus and electron.

```lean
/-- The coupling in which the nuclear derivative `d/dR` is replaced by `d/dR + d/dx`. -/
def correctedCoupling (Φ Ψ : ℝ → ℝ → ℝ) (R : ℝ) : ℝ :=
  ∫ x, Φ R x * (deriv (fun S => Ψ S x) R + deriv (fun y => Ψ R y) x)
```

The orbitals are given functions here: no Hamiltonian is diagonalised. Within this model of one electron, one nucleus and one dimension, the result isolates the translational contribution to the derivative coupling. Nonadiabatic dynamics simulations use such couplings between the electronic states of molecules. There a joint displacement moves all nuclei and all electrons, and its generator is the sum of all their derivatives. Adding the whole electronic derivative to each nuclear derivative would count it once per nucleus, so the replacement studied here is specific to a single nucleus.

## Rigid translation turns d/dR into −d/dx

Let \(f\) and \(g\) be carried rigidly. By the chain rule, \(\partial_R\,g(x-R)=-g'(x-R)\). With \(y=x-R\),

\[
d(R)=-\int f(x-R)\,g'(x-R)\,dx=-\int f(y)\,g'(y)\,dy ,
\]

which no longer depends on \(R\).

The theorem assumes that \(g\) has derivative \(g'\) at every point and asks nothing of \(f\). It doesn't require \(fg'\) to be integrable, because Lean assigns the value zero to the integral of a non-integrable function; the formula has its usual meaning when \(fg'\) is integrable, as it is for the oscillator. In the proof, `h` is the chain rule, and `integral_sub_right_eq_self` is the change of variable.

```lean
/-- For rigidly carried orbitals the derivative coupling is minus the matrix element
of the electronic derivative, at every nuclear position. -/
theorem rigid_coupling (f g g' : ℝ → ℝ) (hg : ∀ x, HasDerivAt g (g' x) x) (R : ℝ) :
    nuclearCoupling (carried f) (carried g) R = -∫ x, f x * g' x := by
  have h : ∀ x, deriv (fun S => carried g S x) R = -g' (x - R) := fun x =>
    ((hg (x - R)).comp_const_sub x R).deriv
  simp only [nuclearCoupling, h]
  -- shift the integration variable to the frame of the nucleus
  rw [← integral_neg, ← integral_sub_right_eq_self (fun y => -(f y * g' y)) R]
  simp only [carried, mul_neg]
```

## The corrected operator sees only a change of shape

In an external potential fixed in the laboratory, an electronic state may also deform as the nucleus moves. Write it as \(G(R,x-R)\), where the first argument describes the deformation and the second is the electron's position relative to the nucleus. Let \(\partial_1G\) and \(\partial_2G\) be the partial derivatives of \(G\) in its two arguments. Then

\[
\frac{\partial}{\partial R}G(R,x-R)=\partial_1G-\partial_2G,\qquad
\frac{\partial}{\partial x}G(R,x-R)=\partial_2G ,
\]

with the right-hand sides evaluated at \((R,x-R)\). The sum is \(\partial_1G\). If the other state is \(F(R,x-R)\), the same change of variable gives

\[
\tilde d(R)=\int F(R,y)\,\partial_1G(R,y)\,dy .
\]

The hypothesis `Differentiable ℝ G` means differentiability in both arguments jointly, which is what the two-variable chain rule uses. The proof treats each derivative as the total derivative of \(G\) along a direction in the \((R,y)\) plane: \((1,-1)\) for moving the nucleus alone, \((0,1)\) for moving the electron alone, and \((1,0)\) for deforming at fixed relative coordinate. These are `g1`, `g2` and `g3`. Since the total derivative is linear, the identity \((1,-1)+(0,1)=(1,0)\) in `hv` finishes the pointwise calculation.

```lean
/-- For states that move with the nucleus and also change shape with `R`, the corrected
coupling contains only the change of shape at fixed relative coordinate. -/
theorem corrected_coupling_eq_internal (F G : ℝ × ℝ → ℝ) (hG : Differentiable ℝ G) (R : ℝ) :
    correctedCoupling (fun S x => F (S, x - S)) (fun S x => G (S, x - S)) R
      = ∫ y, F (R, y) * deriv (fun S => G (S, y)) R := by
  have key : ∀ x, deriv (fun S => G (S, x - S)) R + deriv (fun y => G (R, y - R)) x
      = deriv (fun S => G (S, x - R)) R := by
    intro x
    have hF := (hG (R, x - R)).hasFDerivAt
    have h1 : HasDerivAt (fun S : ℝ => (S, x - S)) ((1 : ℝ), (-1 : ℝ)) R :=
      (hasDerivAt_id' R).prodMk ((hasDerivAt_id' R).const_sub x)
    have h2 : HasDerivAt (fun y : ℝ => (R, y - R)) ((0 : ℝ), (1 : ℝ)) x :=
      (hasDerivAt_const x R).prodMk ((hasDerivAt_id' x).sub_const R)
    have h3 : HasDerivAt (fun S : ℝ => (S, x - R)) ((1 : ℝ), (0 : ℝ)) R :=
      (hasDerivAt_id' R).prodMk (hasDerivAt_const R (x - R))
    have g1 : HasDerivAt (fun S => G (S, x - S)) (fderiv ℝ G (R, x - R) (1, -1)) R :=
      hF.comp_hasDerivAt_of_eq R h1 rfl
    have g2 : HasDerivAt (fun y => G (R, y - R)) (fderiv ℝ G (R, x - R) (0, 1)) x :=
      hF.comp_hasDerivAt_of_eq x h2 rfl
    have g3 : HasDerivAt (fun S => G (S, x - R)) (fderiv ℝ G (R, x - R) (1, 0)) R :=
      hF.comp_hasDerivAt_of_eq R h3 rfl
    -- the directions add up to a change of R at fixed relative coordinate
    have hv : ((1 : ℝ), (-1 : ℝ)) + ((0 : ℝ), (1 : ℝ)) = ((1 : ℝ), (0 : ℝ)) := by
      ext <;> simp
    rw [g1.deriv, g2.deriv, g3.deriv, ← map_add, hv]
  simp only [correctedCoupling, key]
  exact integral_sub_right_eq_self (fun y => F (R, y) * deriv (fun S => G (S, y)) R) R
```

## Slopes of the two orbitals

Differentiating the exponent \(-wx^2/2\) gives \(-wx\), so

\[
f_0'(x)=-w\,x\,f_0(x).
\]

This holds for every real \(w\), as does its proof by the chain rule for the exponential.

```lean
/-- The slope of the Gaussian orbital is `-w x f0`. -/
theorem hasDerivAt_ground (w x : ℝ) : HasDerivAt (ground w) (-w * x * ground w x) x := by
  have h : HasDerivAt (fun y : ℝ => -w * y ^ 2 / 2) (-w * x) x :=
    (((hasDerivAt_pow 2 x).const_mul (-w)).div_const 2).congr_deriv (by
      show -w * (((2 : ℕ) : ℝ) * x ^ 1) / 2 = -w * x
      push_cast
      ring)
  exact (h.exp.const_mul ((w / π) ^ (1 / 4 : ℝ))).congr_deriv (by unfold ground; ring)
```

The product rule then gives

\[
f_1'(x)=\sqrt{2w}\,\bigl(f_0(x)+x f_0'(x)\bigr)=\sqrt{2w}\,(1-wx^2)\,f_0(x).
\]

```lean
/-- The slope of the excited orbital is `√(2w) (1 - w x²) f0`. -/
theorem hasDerivAt_excited (w x : ℝ) :
    HasDerivAt (excited w) (√(2 * w) * (1 - w * x ^ 2) * ground w x) x :=
  (((hasDerivAt_id' x).const_mul (√(2 * w))).fun_mul (hasDerivAt_ground w x)).congr_deriv
    (by ring)
```

## Norm and mean square position

From here on \(w>0\). Squaring the orbital turns the quarter power into a square root and doubles the exponent:

\[
f_0(x)^2=\sqrt{\frac{w}{\pi}}\;e^{-wx^2}.
\]

```lean
/-- The density of the Gaussian orbital is `√(w/π) exp(-w x²)`. -/
theorem ground_sq {w : ℝ} (hw : 0 < w) (x : ℝ) :
    ground w x ^ 2 = √(w / π) * Real.exp (-w * x ^ 2) := by
  have hc : ((w / π) ^ (1 / 4 : ℝ)) ^ 2 = √(w / π) := by
    rw [Real.sqrt_eq_rpow, ← Real.rpow_natCast, ← Real.rpow_mul (by positivity)]
    norm_num
  have he : Real.exp (-w * x ^ 2 / 2) ^ 2 = Real.exp (-w * x ^ 2) := by
    rw [sq (Real.exp _), ← Real.exp_add]
    congr 1
    ring
  rw [ground, mul_pow, hc, he]
```

Both \(f_0^2\) and \(x^2f_0^2\) are integrable, since a Gaussian decays faster than any power grows. Lean needs this stated before an integral of a difference can be split into two.

```lean
/-- For `w > 0` the functions `f0²` and `x² f0²` are integrable. -/
theorem ground_integrable {w : ℝ} (hw : 0 < w) :
    Integrable (fun x => ground w x ^ 2) ∧ Integrable (fun x => x ^ 2 * ground w x ^ 2) := by
  have h0 := (integrable_exp_neg_mul_sq hw).const_mul (√(w / π))
  have h2 := (integrable_rpow_mul_exp_neg_mul_sq hw (s := 2) (by norm_num)).const_mul (√(w / π))
  refine ⟨by simpa only [ground_sq hw] using h0,
    h2.congr (Filter.Eventually.of_forall fun x => ?_)⟩
  simp only [ground_sq hw, Real.rpow_two]
  ring
```

The Gaussian integral \(\int e^{-wx^2}dx=\sqrt{\pi/w}\) gives

\[
\int f_0^2\,dx=\sqrt{\frac{w}{\pi}}\sqrt{\frac{\pi}{w}}=1 .
\]

For the second moment, use the slope of \(f_0\):

\[
\frac{d}{dx}\bigl(x f_0^2\bigr)=f_0^2+2x f_0f_0'=f_0^2-2w\,x^2f_0^2 .
\]

The function \(xf_0^2\) vanishes at both ends of the line, so the left side integrates to zero. Hence

\[
0=1-2w\int x^2f_0^2\,dx,\qquad \int x^2f_0^2\,dx=\frac{1}{2w}.
\]

In the proof, `hd` is the total derivative. The lemma that makes its integral vanish asks for \(xf_0^2\) and its derivative to be integrable, in place of explicit limits at infinity. The same moment gives \(\int f_1^2\,dx=2w\cdot\frac{1}{2w}=1\), a line of algebra that the file leaves to the reader.

```lean
/-- The Gaussian orbital is normalised and its mean square position is `1/(2w)`. -/
theorem ground_moments {w : ℝ} (hw : 0 < w) :
    ∫ x, ground w x ^ 2 = 1 ∧ ∫ x, x ^ 2 * ground w x ^ 2 = 1 / (2 * w) := by
  obtain ⟨h0, h2⟩ := ground_integrable hw
  have hn : ∫ x, ground w x ^ 2 = 1 := by
    have h1 : w / π * (π / w) = 1 := by
      have := Real.pi_ne_zero
      field_simp
    simp only [ground_sq hw]
    rw [integral_const_mul, integral_gaussian, ← Real.sqrt_mul (by positivity), h1, Real.sqrt_one]
  refine ⟨hn, ?_⟩
  -- the total derivative of x f0² integrates to zero
  have hd : ∀ x, HasDerivAt (fun y => y * (ground w y * ground w y))
      (ground w x ^ 2 - 2 * w * (x ^ 2 * ground w x ^ 2)) x := fun x =>
    ((hasDerivAt_id' x).fun_mul
      ((hasDerivAt_ground w x).fun_mul (hasDerivAt_ground w x))).congr_deriv (by ring)
  have hf : Integrable (fun y => y * (ground w y * ground w y)) := by
    refine ((integrable_mul_exp_neg_mul_sq hw).const_mul (√(w / π))).congr
      (Filter.Eventually.of_forall fun x => ?_)
    show √(w / π) * (x * Real.exp (-w * x ^ 2)) = x * (ground w x * ground w x)
    linear_combination -x * ground_sq hw x
  have hz := integral_eq_zero_of_hasDerivAt_of_integrable hd (h0.sub (h2.const_mul (2 * w))) hf
  rw [integral_sub h0 (h2.const_mul (2 * w)), integral_const_mul, hn] at hz
  rw [eq_div_iff (by positivity)]
  linarith
```

## The coupling under pure translation

Now put \(f=f_0\) and \(g=f_1\) into the rigid formula:

\[
d(R)=-\int f_0f_1'\,dx
=-\sqrt{2w}\left(\int f_0^2\,dx-w\int x^2f_0^2\,dx\right)
=-\sqrt{2w}\left(1-\frac12\right)=-\sqrt{\frac w2}.
\]

The last equality uses \(\sqrt{2w}=2\sqrt{w/2}\), which is `hs` in the code. Since \(w>0\), the value is nonzero, although the orbitals only move and never change shape.

For the corrected coupling, take \(F(R,y)=f_0(y)\) and \(G(R,y)=f_1(y)\). The shape doesn't depend on \(R\), so \(\partial_1G=0\) and

\[
\tilde d(R)=\int f_0(y)\cdot 0\,dy=0 .
\]

The theorem states three things for every \(w>0\) and every real \(R\): the value of the bare coupling, that it is nonzero, and that the corrected coupling vanishes. In the Lean proof, `hc` is the displayed calculation, with the integrand first rearranged by `e` so that the two moments can be inserted. The corrected part applies the result for deforming states to functions that ignore their first argument, written `fun p => ground w p.2` and `fun p => excited w p.2`.

```lean
/-- Under pure translation the derivative coupling of the two oscillator orbitals is
`-√(w/2)`, which is nonzero; with `d/dR + d/dx` in place of `d/dR` it vanishes. -/
theorem oscillator_translation_coupling {w : ℝ} (hw : 0 < w) (R : ℝ) :
    nuclearCoupling (carried (ground w)) (carried (excited w)) R = -√(w / 2) ∧
    nuclearCoupling (carried (ground w)) (carried (excited w)) R ≠ 0 ∧
    correctedCoupling (carried (ground w)) (carried (excited w)) R = 0 := by
  obtain ⟨h0, h2⟩ := ground_integrable hw
  obtain ⟨m0, m2⟩ := ground_moments hw
  have hs : √(2 * w) = 2 * √(w / 2) := by
    rw [show 2 * w = 2 ^ 2 * (w / 2) by ring, Real.sqrt_mul (by norm_num),
      Real.sqrt_sq (by norm_num)]
  have hc : nuclearCoupling (carried (ground w)) (carried (excited w)) R = -√(w / 2) := by
    have e : ∀ x, ground w x * (√(2 * w) * (1 - w * x ^ 2) * ground w x)
        = √(2 * w) * (ground w x ^ 2 - w * (x ^ 2 * ground w x ^ 2)) := fun x => by ring
    have hh : w * (1 / (2 * w)) = 1 / 2 := by field_simp
    rw [rigid_coupling _ _ _ (hasDerivAt_excited w) R]
    simp only [e]
    rw [integral_const_mul, integral_sub h0 (h2.const_mul w), integral_const_mul, m0, m2, hh, hs]
    ring
  refine ⟨hc, ?_, ?_⟩
  · rw [hc]
    exact neg_ne_zero.mpr (Real.sqrt_pos.mpr (by positivity)).ne'
  · -- the shape of the orbital does not depend on R
    have hd : Differentiable ℝ (excited w) := fun x => (hasDerivAt_excited w x).differentiableAt
    exact (corrected_coupling_eq_internal (fun p => ground w p.2) (fun p => excited w p.2)
      (hd.comp differentiable_snd) R).trans (by simp)
```

## Exchanged states and the transition dipole

With the derivative acting on \(f_0\) instead, the rigid formula gives

\[
-\int f_1f_0'\,dx=w\int f_0\,x\,f_1\,dx
=w\sqrt{2w}\int x^2f_0^2\,dx=\frac{\sqrt{2w}}{2}=\sqrt{\frac w2}.
\]

The coupling therefore changes sign when the states are exchanged. The integral \(\int f_0\,x\,f_1\,dx\) is the transition dipole without the factor of the electron's charge. Comparison with the previous result gives

\[
d(R)=-w\int f_0\,x\,f_1\,dx ,
\]

so for this pair the translational coupling is proportional to the dipole that governs the optical transition. In the proof, `hx` expresses the exchanged coupling through the dipole and `hd` evaluates it. The second claim then follows by comparing values with the preceding theorem.

```lean
/-- With the derivative acting on the Gaussian orbital the coupling is `√(w/2)`; with it acting on
the excited orbital the coupling is `-w` times the integral of `f0 x f1`. -/
theorem coupling_exchange_and_dipole {w : ℝ} (hw : 0 < w) (R : ℝ) :
    nuclearCoupling (carried (excited w)) (carried (ground w)) R = √(w / 2) ∧
    nuclearCoupling (carried (ground w)) (carried (excited w)) R
      = -w * ∫ x, ground w x * (x * excited w x) := by
  have hx : nuclearCoupling (carried (excited w)) (carried (ground w)) R
      = w * ∫ x, ground w x * (x * excited w x) := by
    have e : ∀ x, excited w x * (-w * x * ground w x)
        = -w * (ground w x * (x * excited w x)) := fun x => by ring
    rw [rigid_coupling _ _ _ (hasDerivAt_ground w) R]
    simp only [e]
    rw [integral_const_mul]
    ring
  have hd : w * ∫ x, ground w x * (x * excited w x) = √(w / 2) := by
    have e : ∀ x, ground w x * (x * excited w x)
        = √(2 * w) * (x ^ 2 * ground w x ^ 2) := fun x => by unfold excited; ring
    have hs : √(2 * w) = 2 * √(w / 2) := by
      rw [show 2 * w = 2 ^ 2 * (w / 2) by ring, Real.sqrt_mul (by norm_num),
        Real.sqrt_sq (by norm_num)]
    simp only [e]
    rw [integral_const_mul, (ground_moments hw).2, hs]
    field_simp
  refine ⟨hx.trans hd, ?_⟩
  rw [(oscillator_translation_coupling hw R).1, neg_mul, hd]

end

end TranslationCoupling
```

```lean
#print axioms TranslationCoupling.rigid_coupling
#print axioms TranslationCoupling.coupling_exchange_and_dipole
```

```
'TranslationCoupling.rigid_coupling' depends on axioms: [propext, Classical.choice, Quot.sound]
'TranslationCoupling.coupling_exchange_and_dipole' depends on axioms: [propext, Classical.choice, Quot.sound]
```
